# A plane rotation with $\sin t\neq 0$ is three shears, and rounding their increments gives a bijection of integer pairs

For $\sin t\neq 0$, the rotation of the plane by $t$ is a product of three shears with coefficients $(\cos t-1)/\sin t$, $\sin t$ and $(\cos t-1)/\sin t$. If the increment in each shear is rounded to an integer, by whatever rule, the result is still a bijection of pairs of integers. I'd like to see this made rigorous and machine-checked, because it sounds wrong to me: rounding normally destroys information. Are the coefficients forced, what happens at the half turn, and how far does the integer map stray from the true rotation?

## The coefficients are forced, and every rounded shear can be undone

The claim holds. With the shears in the order used below, the coefficients are unique, and the half turn has no such factorization. With nearest-integer rounding and $\cos t\ge 0$, the integer map misses the exact rotation by at most $3/2$ in the first coordinate and $1$ in the second.

**Factorization.** Let $X(a)$ add $a$ times the second coordinate to the first, and let $Y(b)$ add $b$ times the first to the second. Multiplying out,

$$
X(a)\,Y(b)\,X(c)=\begin{pmatrix}1+ab & (1+ab)c+a\\ b & bc+1\end{pmatrix},
\qquad
R(t)=\begin{pmatrix}\cos t&-\sin t\\ \sin t&\cos t\end{pmatrix}.
$$

Equality of the lower left entries gives $b=\sin t$. The diagonal entries then give $a\sin t=c\sin t=\cos t-1$, so $a=c=p$ with $p=(\cos t-1)/\sin t$. The remaining entry agrees as well:

$$
(1+p\sin t)\,p+p=p(\cos t+1)=\frac{\cos^2 t-1}{\sin t}=-\sin t .
$$

At $t=\pi$ the lower left entry forces $b=0$. The upper left entry of the product is then $1$, while the half turn needs $-1$. This fits the limit $t\to\pi$, where $p=-\tan(t/2)$ diverges.

**Bijectivity.** A rounded shear sends $(x,y)$ to $(x+\rho(ay),\,y)$, where $\rho$ is any function from reals to integers. Since $y$ is unchanged, $\rho(ay)$ can be computed again and subtracted. Subtracting first and adding afterwards also returns the starting pair, so the step is a bijection. The same holds for a rounded shear that changes $y$ and keeps $x$. Undoing three such steps in reverse order therefore inverts the whole map. Neither the coefficients nor the quality of the rounding matters here.

**Error.** Start from $(x,y)$ and let $n_1,n_2,n_3$ be the integer increments, with rounding errors

$$
e_1=n_1-py,\qquad e_2=n_2-\sin t\,(x+n_1),\qquad e_3=n_3-p(y+n_2).
$$

Using $1+p\sin t=\cos t$, the second output is

$$
y+n_2=y+\sin t\,(x+py+e_1)+e_2=\sin t\,x+\cos t\,y+\sin t\,e_1+e_2 .
$$

Inserting this in the last step and using $p(1+\cos t)=-\sin t$,

$$
\begin{aligned}
x+n_1+n_3&=(x+py+e_1)+p(y+n_2)+e_3\\
&=\cos t\,x-\sin t\,y+\cos t\,e_1+p\,e_2+e_3 .
\end{aligned}
$$

If every $|e_i|\le\delta$, the two output errors are at most $(|\cos t|+|p|+1)\delta$ and $(|\sin t|+1)\delta$. Moreover $p^2(1+\cos t)=-p\sin t=1-\cos t$, so $|p|\le 1$ when $\cos t\ge 0$. Nearest-integer rounding has $\delta=1/2$, which gives $3/2$ and $1$. The value $3/2$ is not sharp: it bounds $|\cos t|$ and $|p|$ by $1$ separately, and they are never both close to $1$.

**An example with numbers.** Take $\cos t=3/5$ and $\sin t=4/5$, so $p=-1/2$, and start from $(3,2)$.

1. The first increment is $-\tfrac12\cdot 2=-1$, giving $(2,2)$.
2. The second is $\tfrac45\cdot 2=1.6$, rounded to $2$, giving $(2,4)$.
3. The third is $-\tfrac12\cdot 4=-2$, giving $(0,4)$.

The exact rotation gives $(0.2,\,3.6)$. To go back, subtract $-2$, $2$ and $-1$ in turn: $(0,4)\to(2,4)\to(2,2)\to(3,2)$.

Here is the complete Lean file.

```lean
import Mathlib

open Matrix

namespace IntegerFFTLifting

noncomputable section

/-- The matrix of the plane rotation by the angle `t`. -/
def rotation (t : ℝ) : Matrix (Fin 2) (Fin 2) ℝ :=
  !![Real.cos t, -Real.sin t; Real.sin t, Real.cos t]

/-- The shear that adds `a` times the second coordinate to the first. -/
def shearX (a : ℝ) : Matrix (Fin 2) (Fin 2) ℝ := !![1, a; 0, 1]

/-- The shear that adds `b` times the first coordinate to the second. -/
def shearY (b : ℝ) : Matrix (Fin 2) (Fin 2) ℝ := !![1, 0; b, 1]

/-- The outer lifting coefficient `(cos t - 1) / sin t`. -/
def liftCoeff (t : ℝ) : ℝ := (Real.cos t - 1) / Real.sin t

/-- The integer version of `shearX`: the increment is rounded by `ρ` before it is added. -/
def liftX (ρ : ℝ → ℤ) (a : ℝ) (v : ℤ × ℤ) : ℤ × ℤ := (v.1 + ρ (a * v.2), v.2)

/-- The integer version of `shearY`: the increment is rounded by `ρ` before it is added. -/
def liftY (ρ : ℝ → ℤ) (b : ℝ) (v : ℤ × ℤ) : ℤ × ℤ := (v.1, v.2 + ρ (b * v.1))

/-- Three successive integer lifting steps with coefficients `c`, `b`, `a`, where `c` acts first. -/
def integerLift (ρ₁ ρ₂ ρ₃ : ℝ → ℤ) (a b c : ℝ) (v : ℤ × ℤ) : ℤ × ℤ :=
  liftX ρ₃ a (liftY ρ₂ b (liftX ρ₁ c v))

/-- Three integer lifting steps with coefficients `liftCoeff t`, `sin t` and `liftCoeff t`. For `sin
t ≠ 0` these are the shear coefficients of the rotation by `t`. -/
def integerRotation (ρ₁ ρ₂ ρ₃ : ℝ → ℤ) (t : ℝ) : ℤ × ℤ → ℤ × ℤ :=
  integerLift ρ₁ ρ₂ ρ₃ (liftCoeff t) (Real.sin t) (liftCoeff t)

/-- The product of three alternating shears, written out entry by entry. -/
theorem shear_product (a b c : ℝ) :
    shearX a * shearY b * shearX c = !![1 + a * b, (1 + a * b) * c + a; b, b * c + 1] := by
  ext i j
  fin_cases i <;> fin_cases j <;>
    simp [shearX, shearY, Matrix.mul_apply, Fin.sum_univ_succ]

/-- For `sin t ≠ 0`, the outer lifting coefficient `p` satisfies `p * sin t = cos t - 1` and `p *
(cos t + 1) = -sin t`. -/
theorem liftCoeff_relations {t : ℝ} (hs : Real.sin t ≠ 0) :
    liftCoeff t * Real.sin t = Real.cos t - 1 ∧
      liftCoeff t * (Real.cos t + 1) = -Real.sin t := by
  have hp : liftCoeff t * Real.sin t = Real.cos t - 1 := div_mul_cancel₀ _ hs
  refine ⟨hp, mul_right_cancel₀ hs ?_⟩
  linear_combination (Real.cos t + 1) * hp + Real.sin_sq_add_cos_sq t

/-- For `sin t ≠ 0`, the product `shearX a * shearY b * shearX c` is the rotation by `t` exactly
when its coefficients are `(cos t - 1) / sin t`, `sin t` and `(cos t - 1) / sin t`. -/
theorem rotation_eq_shears_iff {t : ℝ} (hs : Real.sin t ≠ 0) (a b c : ℝ) :
    rotation t = shearX a * shearY b * shearX c ↔
      a = liftCoeff t ∧ b = Real.sin t ∧ c = liftCoeff t := by
  rw [shear_product]
  constructor
  · intro h
    -- three of the four matrix entries fix the three coefficients
    have h00 : Real.cos t = 1 + a * b := by
      simpa [rotation] using congrFun (congrFun h 0) 0
    have h10 : Real.sin t = b := by
      simpa [rotation] using congrFun (congrFun h 1) 0
    have h11 : Real.cos t = b * c + 1 := by
      simpa [rotation] using congrFun (congrFun h 1) 1
    refine ⟨?_, h10.symm, ?_⟩
    · rw [liftCoeff, eq_div_iff hs]
      linear_combination a * h10 - h00
    · rw [liftCoeff, eq_div_iff hs]
      linear_combination c * h10 - h11
  · rintro ⟨rfl, rfl, rfl⟩
    obtain ⟨hp, hq⟩ := liftCoeff_relations hs
    have e1 : 1 + liftCoeff t * Real.sin t = Real.cos t := by linear_combination hp
    have e2 : (1 + liftCoeff t * Real.sin t) * liftCoeff t + liftCoeff t = -Real.sin t := by
      rw [e1]
      linear_combination hq
    have e3 : Real.sin t * liftCoeff t + 1 = Real.cos t := by linear_combination hp
    rw [e2, e1, e3, rotation]

/-- The half turn is not of the form `shearX a * shearY b * shearX c`. -/
theorem half_turn_ne_shears (a b c : ℝ) :
    rotation Real.pi ≠ shearX a * shearY b * shearX c := by
  intro h
  rw [shear_product] at h
  have h00 : Real.cos Real.pi = 1 + a * b := by
    simpa [rotation] using congrFun (congrFun h 0) 0
  have h10 : Real.sin Real.pi = b := by
    simpa [rotation] using congrFun (congrFun h 1) 0
  rw [← h10, Real.sin_pi, Real.cos_pi] at h00
  norm_num at h00

/-- Three integer lifting steps are undone by the same steps in reverse order with the rounded
increments subtracted. -/
theorem integerLift_undo (ρ₁ ρ₂ ρ₃ : ℝ → ℤ) (a b c : ℝ) (v : ℤ × ℤ) :
    integerLift (fun r => -ρ₃ r) (fun r => -ρ₂ r) (fun r => -ρ₁ r) c b a
      (integerLift ρ₁ ρ₂ ρ₃ a b c v) = v := by
  simp [integerLift, liftX, liftY]

/-- Three integer lifting steps form a bijection of pairs of integers, for all real coefficients
and all integer-valued roundings. -/
theorem integerLift_bijective (ρ₁ ρ₂ ρ₃ : ℝ → ℤ) (a b c : ℝ) :
    Function.Bijective (integerLift ρ₁ ρ₂ ρ₃ a b c) := by
  refine Function.bijective_iff_has_inverse.2
    ⟨_, integerLift_undo ρ₁ ρ₂ ρ₃ a b c, fun v => ?_⟩
  -- negating the roundings twice gives the original steps back
  have h := integerLift_undo (fun r => -ρ₃ r) (fun r => -ρ₂ r) (fun r => -ρ₁ r) c b a v
  simpa only [neg_neg] using h

/-- For `sin t ≠ 0`, if three integer increments differ from the exact shear increments by at most
`δ`, the result differs from the exact rotation by at most the stated multiples of `δ`. -/
theorem rounding_error {t δ : ℝ} (hs : Real.sin t ≠ 0) (x y n₁ n₂ n₃ : ℤ)
    (h₁ : |(n₁ : ℝ) - liftCoeff t * y| ≤ δ)
    (h₂ : |(n₂ : ℝ) - Real.sin t * ((x + n₁ : ℤ) : ℝ)| ≤ δ)
    (h₃ : |(n₃ : ℝ) - liftCoeff t * ((y + n₂ : ℤ) : ℝ)| ≤ δ) :
    |((x + n₁ + n₃ : ℤ) : ℝ) - (Real.cos t * x - Real.sin t * y)|
        ≤ (|Real.cos t| + |liftCoeff t| + 1) * δ ∧
      |((y + n₂ : ℤ) : ℝ) - (Real.sin t * x + Real.cos t * y)| ≤ (|Real.sin t| + 1) * δ := by
  obtain ⟨hp, hq⟩ := liftCoeff_relations hs
  push_cast at h₂ h₃ ⊢
  obtain ⟨e₁, he₁⟩ : ∃ e : ℝ, e = n₁ - liftCoeff t * y := ⟨_, rfl⟩
  obtain ⟨e₂, he₂⟩ : ∃ e : ℝ, e = n₂ - Real.sin t * (x + n₁) := ⟨_, rfl⟩
  obtain ⟨e₃, he₃⟩ : ∃ e : ℝ, e = n₃ - liftCoeff t * (y + n₂) := ⟨_, rfl⟩
  rw [← he₁] at h₁
  rw [← he₂] at h₂
  rw [← he₃] at h₃
  -- each output error is a linear combination of the three rounding errors
  have hx : (x : ℝ) + n₁ + n₃ - (Real.cos t * x - Real.sin t * y)
      = Real.cos t * e₁ + liftCoeff t * e₂ + e₃ := by
    rw [he₁, he₂, he₃]
    linear_combination ((x : ℝ) + n₁) * hp + (y : ℝ) * hq
  have hy : (y : ℝ) + n₂ - (Real.sin t * x + Real.cos t * y) = Real.sin t * e₁ + e₂ := by
    rw [he₁, he₂]
    linear_combination (y : ℝ) * hp
  have b₁ := mul_le_mul_of_nonneg_left h₁ (abs_nonneg (Real.cos t))
  have b₂ := mul_le_mul_of_nonneg_left h₂ (abs_nonneg (liftCoeff t))
  have b₃ := mul_le_mul_of_nonneg_left h₁ (abs_nonneg (Real.sin t))
  rw [← abs_mul] at b₁ b₂ b₃
  rw [hx, hy]
  constructor
  · have k₁ := abs_add_le (Real.cos t * e₁ + liftCoeff t * e₂) e₃
    have k₂ := abs_add_le (Real.cos t * e₁) (liftCoeff t * e₂)
    linarith
  · have k := abs_add_le (Real.sin t * e₁) e₂
    linarith

/-- For `sin t ≠ 0` and roundings accurate to `δ`, the integer rotation of any pair of integers
differs from the exact rotation by at most the stated multiples of `δ`. -/
theorem integerRotation_close {t δ : ℝ} (hs : Real.sin t ≠ 0) {ρ₁ ρ₂ ρ₃ : ℝ → ℤ}
    (h₁ : ∀ r, |(ρ₁ r : ℝ) - r| ≤ δ) (h₂ : ∀ r, |(ρ₂ r : ℝ) - r| ≤ δ)
    (h₃ : ∀ r, |(ρ₃ r : ℝ) - r| ≤ δ) (v : ℤ × ℤ) :
    |((integerRotation ρ₁ ρ₂ ρ₃ t v).1 : ℝ) - (Real.cos t * v.1 - Real.sin t * v.2)|
        ≤ (|Real.cos t| + |liftCoeff t| + 1) * δ ∧
      |((integerRotation ρ₁ ρ₂ ρ₃ t v).2 : ℝ) - (Real.sin t * v.1 + Real.cos t * v.2)|
        ≤ (|Real.sin t| + 1) * δ := by
  unfold integerRotation integerLift liftX liftY
  dsimp only
  exact rounding_error hs v.1 v.2 _ _ _ (h₁ _) (h₂ _) (h₃ _)

/-- With rounding to the nearest integer, `sin t ≠ 0` and `cos t ≥ 0`, the integer rotation differs
from the exact one by at most `3/2` in the first coordinate and `1` in the second. -/
theorem nearest_integerRotation_close {t : ℝ} (hs : Real.sin t ≠ 0) (hc : 0 ≤ Real.cos t)
    (v : ℤ × ℤ) :
    |((integerRotation round round round t v).1 : ℝ)
        - (Real.cos t * v.1 - Real.sin t * v.2)| ≤ 3 / 2 ∧
      |((integerRotation round round round t v).2 : ℝ)
        - (Real.sin t * v.1 + Real.cos t * v.2)| ≤ 1 := by
  have hr : ∀ r : ℝ, |((round r : ℤ) : ℝ) - r| ≤ 1 / 2 := fun r => by
    rw [abs_sub_comm]
    exact abs_sub_round r
  obtain ⟨hp, hq⟩ := liftCoeff_relations hs
  -- the outer coefficient is at most one in size when `cos t ≥ 0`
  have hsq : liftCoeff t ^ 2 * (Real.cos t + 1) = 1 - Real.cos t := by
    linear_combination liftCoeff t * hq - hp
  have hl : |liftCoeff t| ≤ 1 := by
    rw [← sq_le_one_iff_abs_le_one]
    by_contra h
    have h' : 1 < liftCoeff t ^ 2 := lt_of_not_ge h
    nlinarith
  obtain ⟨hx, hy⟩ := integerRotation_close hs hr hr hr v
  have c1 := Real.abs_cos_le_one t
  have s1 := Real.abs_sin_le_one t
  exact ⟨by linarith, by linarith⟩

/-- A lifting step between two distinct channels of a signal, with its coefficient and rounding. -/
structure LiftGate (ι : Type*) where
  source : ι
  target : ι
  ne : source ≠ target
  coeff : ℝ
  rnd : ℝ → ℤ

variable {ι : Type*} [DecidableEq ι]

/-- The gate adds the rounded multiple of the source channel to the target channel. -/
def LiftGate.apply (g : LiftGate ι) (v : ι → ℤ) : ι → ℤ :=
  Function.update v g.target (v g.target + g.rnd (g.coeff * v g.source))

/-- The action of a list of lifting gates on an integer signal, the head of the list first. -/
def runNetwork : List (LiftGate ι) → (ι → ℤ) → (ι → ℤ)
  | [] => id
  | g :: gs => runNetwork gs ∘ g.apply

/-- Every finite network of rounded lifting steps is a bijection of integer signals. -/
theorem runNetwork_bijective (gs : List (LiftGate ι)) : Function.Bijective (runNetwork gs) := by
  induction gs with
  | nil => exact Function.bijective_id
  | cons g gs ih =>
    refine ih.comp (Function.bijective_iff_has_inverse.2
      ⟨fun v => Function.update v g.target (v g.target - g.rnd (g.coeff * v g.source)),
        fun v => ?_, fun v => ?_⟩)
    -- the source channel is untouched, so the same increment can be removed
    · simp [LiftGate.apply, g.ne]
    · simp [LiftGate.apply, g.ne]

end

end IntegerFFTLifting
```

```lean
#print axioms IntegerFFTLifting.half_turn_ne_shears
#print axioms IntegerFFTLifting.integerLift_bijective
#print axioms IntegerFFTLifting.nearest_integerRotation_close
#print axioms IntegerFFTLifting.runNetwork_bijective
```

```
'IntegerFFTLifting.half_turn_ne_shears' depends on axioms: [propext, Classical.choice, Quot.sound]
'IntegerFFTLifting.integerLift_bijective' depends on axioms: [propext, Classical.choice, Quot.sound]
'IntegerFFTLifting.nearest_integerRotation_close' depends on axioms: [propext, Classical.choice, Quot.sound]
'IntegerFFTLifting.runNetwork_bijective' depends on axioms: [propext, Classical.choice, Quot.sound]
```

## What the theorems say about rotations and signals

`rotation t`, `shearX a` and `shearY b` are the real matrices $R(t)$, $X(a)$ and $Y(b)$, acting on column vectors, so the rightmost factor acts first. `liftCoeff t` is $p$. The theorem `rotation_eq_shears_iff` assumes $\sin t\neq 0$ and states an equivalence: the product equals the rotation exactly when the coefficients are $p,\sin t,p$. `half_turn_ne_shears` excludes every choice of coefficients at $t=\pi$.

The integer maps `liftX` and `liftY` act on `ℤ × ℤ`. A rounding is any function `ℝ → ℤ`, so floor, nearest integer and even a constant are allowed, and the three steps may use different ones. `integerLift_bijective` holds for all real coefficients. It therefore covers `integerRotation` at every $t$, although at $t=\pi$ Lean's convention for division by zero makes `liftCoeff` zero, and the map is then no approximation to a half turn.

Accuracy is a separate matter, and the theorems about it assume $\sin t\neq0$. `rounding_error` bounds the result for three given integer increments. `integerRotation_close` applies the bound to roundings that err by at most $\delta$ on every real number, and `nearest_integerRotation_close` specializes to Mathlib's `round` with $\cos t\ge0$.

For signals with many channels, labelled by a type `ι`, a `LiftGate` adds a rounded multiple of one channel to another. Its field `ne` demands that the two differ. Without that condition, a gate with coefficient $-1$ and nearest-integer rounding would send $v$ to $v-v=0$ in its channel, which is not injective. `runNetwork_bijective` says that any finite list of gates gives a bijection of integer signals. The smallest case is the empty list, which acts as the identity; with a single channel it is the only list there is.

Multiplying a complex amplitude $x+iy$ by a phase $e^{it}$, as the twiddle factors of an FFT do in plane-wave codes, is this rotation; for integer data, $\sin t\neq0$ and $\cos t\ge0$, one such multiplication can thus be approximated, with nearest-integer rounding and within the bounds above, by an exactly invertible map. Near the half turn $|p|$ is large and the three steps can be far off. For $\cos t<0$ one can instead rotate by $t-\pi$ and then change the sign of both coordinates, which is exact on integers. The file does not assemble an FFT from gates or bound the error accumulated over many stages. Its integers are unbounded, so overflow is absent from the model, and the inverse relies on recomputing exactly the same rounded increments.

## How the Lean proofs follow the algebra

`shear_product` checks the matrix product entry by entry. `liftCoeff_relations` supplies the two identities used throughout, $p\sin t=\cos t-1$ and $p(\cos t+1)=-\sin t$; the second is obtained by multiplying through by $\sin t$ and cancelling it. In `rotation_eq_shears_iff`, the forward direction reads off three matrix entries (`h00`, `h10`, `h11`) and solves for the coefficients. The converse substitutes the coefficients and verifies the entries with `linear_combination`, which reduces each equation to a polynomial identity. The half-turn proof needs only the two entries in the left column.

`integerLift_undo` runs the steps backwards with negated roundings, and `simp` cancels the increments. This shows that the reversed map is a left inverse. For the other side, `integerLift_bijective` applies the same lemma to the reversed map: negating the roundings twice restores the original steps.

In `rounding_error`, the variables `e₁`, `e₂`, `e₃` are the errors $e_1,e_2,e_3$ above, and `hx` and `hy` are the two error formulas. The triangle inequality then gives the bounds. `integerRotation_close` unfolds the definitions and feeds in the rounding hypotheses. For the nearest-integer case, `hsq` is the identity $p^2(\cos t+1)=1-\cos t$, and `hl` derives $|p|\le1$ by contradiction: if $p^2>1$, the left side would exceed $1+\cos t\ge 1-\cos t$.

The network theorem is an induction over the list. The empty list is the identity, and each further gate composes a bijection with one more. The inverse of a gate subtracts its increment, and `g.ne` lets `simp` see that the source channel still holds its old value.
